# Milne quantisation between hard walls: u'' + qu = 0 has a nonzero solution vanishing at both ends exactly when the Milne phase ∫ρ⁻² is a positive integer multiple of π

## Definitions and conventions

Let a < b be real numbers and q a real function. The wave equation on [a,b] is

u'' + q u = 0.

The Milne equation on the same interval, for an amplitude ρ > 0, is

ρ'' + q ρ = ρ⁻³.

Write v = u' and σ = ρ' for the slopes. The phase accumulated from a to t is

θ(t) = ∫ₐᵗ ρ(s)⁻² ds.

Derivatives are taken within [a,b], so they are one-sided at the endpoints.

The term ρ⁻³ is a centrifugal term. If t is read as time, ρ and θ are the polar coordinates of a point of unit mass in a plane, moving under the linear force −q times its position. Its angular momentum is ρ²θ' = 1, and this value fixes the coefficient 1 in front of ρ⁻³.

## A particle between two walls

For a particle of mass m and energy E in a continuous potential V, the stationary Schrödinger equation has the form above with q = 2m(E − V)/ħ². Hard walls at a and b require u(a) = u(b) = 0. The energy E is then an eigenvalue if a solution exists that meets both conditions and is not identically zero.

The result states that, for any positive solution ρ of the Milne equation on [a,b], such a u exists if and only if

∫ₐᵇ ρ(s)⁻² ds = nπ for some integer n ≥ 1.

For a single particle in one dimension between hard walls, this reduces the test of a trial energy to one integral, once the Milne equation has been solved for ρ at that energy. Milne's condition is often used for bound states on the whole line; here the interval is finite and the walls are at its ends.

## Derivation by rotation

**The phase increases.** Since ρ is continuous and positive, θ' = ρ⁻² > 0. So θ is strictly increasing, with θ(a) = 0.

**Every solution rotates.** For a solution u, set w = u/ρ and p = ρv − σu. Then

w' = (ρv − σu)/ρ² = θ' p,

p' = σv + ρ(−qu) − (ρ⁻³ − qρ)u − σv = −u/ρ³ = −θ' w.

It follows that the two combinations

A = w cos θ − p sin θ,

B = w sin θ + p cos θ

have zero derivative. For A, for instance,

A' = θ'p cos θ − θ'w sin θ + θ'w sin θ − θ'p cos θ = 0,

and B' cancels in the same way. At t = a they equal w(a) and p(a). Since w = A cos θ + B sin θ,

u(t) = ρ(t) [w(a) cos θ(t) + p(a) sin θ(t)].

**The sine wave is a solution.** Let y = ρ sin θ. Then

y' = σ sin θ + (cos θ)/ρ,

y'' = (ρ⁻³ − qρ) sin θ + σ(cos θ)/ρ² − (sin θ)/ρ³ − σ(cos θ)/ρ² = −q y.

**From a solution to the integer.** If u(a) = 0, then w(a) = 0 and p(a) = ρ(a)v(a), so

u(t) = ρ(t) ρ(a) v(a) sin θ(t).

If u is not identically zero, the constant ρ(a)v(a) is nonzero, and u vanishes exactly where sin θ does. From u(b) = 0 we get θ(b) = nπ with n an integer, and θ(b) > 0 makes n positive.

**From the integer to a solution.** If θ(b) = nπ with n ≥ 1, then ρ sin θ vanishes at both ends. By continuity θ takes the value π/2 at some t in [a,b], where ρ sin θ = ρ(t) > 0.

**Counting nodes.** Let θ(b) = (n+1)π with n ≥ 0, and let u be a solution with u(a) = 0 that is not identically zero. Its zeros strictly between a and b are the points where θ = (k+1)π for k = 0, …, n−1. Each value is taken once, so there are n nodes, and none when n = 0. The ground state has no nodes between the walls, a standard fact not proved here, so it has n = 1 in the quantisation condition and n = 0 in the node count.

## An amplitude that does not solve the Milne equation

Take q = 4 on [0, π/2]. The function sin 2t solves the wave equation and vanishes at both ends. With ρ = 1 the integral of ρ⁻² is π/2, which is not a multiple of π. The condition fails because ρ = 1 gives ρ'' + 4ρ = 4, not 1. The constant amplitude that does solve the Milne equation has ρ⁻² = 2, and its total phase is π.

## The statement in Lean

`IsWave q a b u v` says that u has slope v on `Icc a b`, the closed interval, and that v has derivative −qu there. `IsMilne q a b ρ σ` says the same of ρ and σ for the Milne equation, together with ρ > 0. `phase ρ a t` is θ(t).

The theorem `milne_quantisation` assumes `a < b` and `IsMilne q a b ρ σ`. Its left side asks for functions u and v with `IsWave q a b u v`, with u nonzero somewhere in [a,b], and with `u a = 0` and `u b = 0`. Its right side asks for a natural number n with `0 < n` such that the integral equals nπ.

When q is continuous, the two equations make u and ρ twice continuously differentiable, so the usual C² setting is included. A potential with a step is not included. The equations are required to hold at every point, and a derivative that exists everywhere on an interval cannot jump, so no ρ satisfies `IsMilne` when q has a jump.

The place where u is nonzero matters. `IsWave` constrains u only on [a,b], while u is a function on all of ℝ. Had the statement required only that u differ from the zero function, a u equal to 0 on [a,b] and 1 elsewhere would qualify, and the left side would hold for every q.

The amplitude ρ is a hypothesis: the theorem neither constructs it nor shows that any energy satisfies the condition. Since ρ depends on q, a new trial energy needs a new ρ.

## The Lean file

```lean
import Mathlib

open Set

namespace MilneQuantisation

noncomputable section

/-- The function `u`, with slope `v`, solves the wave equation `u'' + q u = 0` on `[a, b]`. -/
structure IsWave (q : ℝ → ℝ) (a b : ℝ) (u v : ℝ → ℝ) : Prop where
  deriv : ∀ t ∈ Icc a b, HasDerivWithinAt u (v t) (Icc a b) t
  deriv2 : ∀ t ∈ Icc a b, HasDerivWithinAt v (-(q t * u t)) (Icc a b) t

/-- The positive amplitude `ρ`, with slope `σ`, solves the Milne equation
`ρ'' + q ρ = ρ⁻³` on `[a, b]`. -/
structure IsMilne (q : ℝ → ℝ) (a b : ℝ) (ρ σ : ℝ → ℝ) : Prop where
  pos : ∀ t ∈ Icc a b, 0 < ρ t
  deriv : ∀ t ∈ Icc a b, HasDerivWithinAt ρ (σ t) (Icc a b) t
  deriv2 : ∀ t ∈ Icc a b, HasDerivWithinAt σ ((ρ t ^ 3)⁻¹ - q t * ρ t) (Icc a b) t

/-- The Milne phase accumulated from `a` to `t`, the integral of `ρ⁻²`. -/
def phase (ρ : ℝ → ℝ) (a t : ℝ) : ℝ := ∫ s in a..t, (ρ s ^ 2)⁻¹

variable {q ρ σ u v : ℝ → ℝ} {a b : ℝ}

/-- No phase is accumulated at the starting point. -/
theorem phase_self (ρ : ℝ → ℝ) (a : ℝ) : phase ρ a a = 0 :=
  intervalIntegral.integral_same

/-- The phase advances at the local rate `ρ⁻²`. -/
theorem phase_deriv (hρ : IsMilne q a b ρ σ) {t : ℝ} (ht : t ∈ Icc a b) :
    HasDerivWithinAt (phase ρ a) ((ρ t ^ 2)⁻¹) (Icc a b) t := by
  have hc : ContinuousOn ρ (Icc a b) := fun s hs => (hρ.deriv s hs).continuousWithinAt
  have hg : ContinuousOn (fun s => (ρ s ^ 2)⁻¹) (Icc a b) :=
    ContinuousOn.inv₀ (hc.pow 2) (fun s hs => (pow_pos (hρ.pos s hs) 2).ne')
  have : Fact (t ∈ Icc a b) := ⟨ht⟩
  exact intervalIntegral.integral_hasDerivWithinAt_right
    ((hg.mono (Icc_subset_Icc_right ht.2)).intervalIntegrable_of_Icc ht.1)
    (hg.stronglyMeasurableAtFilter_nhdsWithin measurableSet_Icc t) (hg t ht)

/-- The phase is strictly increasing along the interval. -/
theorem phase_strictMono (hρ : IsMilne q a b ρ σ) : StrictMonoOn (phase ρ a) (Icc a b) := by
  refine strictMonoOn_of_hasDerivWithinAt_pos (f' := fun t => (ρ t ^ 2)⁻¹) (convex_Icc a b)
    (fun t ht => (phase_deriv hρ ht).continuousWithinAt)
    (fun t ht => (phase_deriv hρ (interior_subset ht)).mono interior_subset) ?_
  intro t ht
  exact inv_pos.mpr (pow_pos (hρ.pos t (interior_subset ht)) 2)

/-- Amplitude-phase form: every solution of the wave equation is the Milne amplitude times
a combination of cosine and sine of the phase, with coefficients fixed by the data at `a`. -/
theorem amplitude_phase (hab : a < b) (hρ : IsMilne q a b ρ σ) (hu : IsWave q a b u v)
    {t : ℝ} (ht : t ∈ Icc a b) :
    u t = ρ t * (u a / ρ a * Real.cos (phase ρ a t)
      + (ρ a * v a - σ a * u a) * Real.sin (phase ρ a t)) := by
  have const : ∀ f : ℝ → ℝ, (∀ s ∈ Icc a b, HasDerivWithinAt f 0 (Icc a b) s) →
      f t = f a := fun f hf =>
    constant_of_derivWithin_zero (fun s hs => (hf s hs).differentiableWithinAt)
      (fun s hs => (hf s (Ico_subset_Icc_self hs)).derivWithin
        (uniqueDiffOn_Icc hab s (Ico_subset_Icc_self hs))) t ht
  -- the pair (u/ρ, ρ u' - ρ' u) rotates with the phase; undoing the rotation gives constants
  have eA := const (fun s => u s / ρ s * Real.cos (phase ρ a s)
      - (ρ s * v s - σ s * u s) * Real.sin (phase ρ a s)) (by
    intro s hs
    have hr := (hρ.pos s hs).ne'
    have hw := (hu.deriv s hs).fun_div (hρ.deriv s hs) hr
    have hp := ((hρ.deriv s hs).fun_mul (hu.deriv2 s hs)).fun_sub
      ((hρ.deriv2 s hs).fun_mul (hu.deriv s hs))
    have hθ := phase_deriv hρ hs
    refine ((hw.fun_mul hθ.cos).fun_sub (hp.fun_mul hθ.sin)).congr_deriv ?_
    field_simp
    ring)
  have eB := const (fun s => u s / ρ s * Real.sin (phase ρ a s)
      + (ρ s * v s - σ s * u s) * Real.cos (phase ρ a s)) (by
    intro s hs
    have hr := (hρ.pos s hs).ne'
    have hw := (hu.deriv s hs).fun_div (hρ.deriv s hs) hr
    have hp := ((hρ.deriv s hs).fun_mul (hu.deriv2 s hs)).fun_sub
      ((hρ.deriv2 s hs).fun_mul (hu.deriv s hs))
    have hθ := phase_deriv hρ hs
    refine ((hw.fun_mul hθ.sin).fun_add (hp.fun_mul hθ.cos)).congr_deriv ?_
    field_simp
    ring)
  simp only [phase_self, Real.cos_zero, Real.sin_zero, mul_one, mul_zero, sub_zero,
    zero_add] at eA eB
  have hd : u t = ρ t * (u t / ρ t) := (mul_div_cancel₀ (u t) (hρ.pos t ht).ne').symm.trans
    (by ring)
  linear_combination hd + ρ t * Real.cos (phase ρ a t) * eA
    + ρ t * Real.sin (phase ρ a t) * eB
    - ρ t * (u t / ρ t) * Real.sin_sq_add_cos_sq (phase ρ a t)

/-- The Milne amplitude times the sine of the phase solves the wave equation. -/
theorem sine_wave (hρ : IsMilne q a b ρ σ) :
    IsWave q a b (fun t => ρ t * Real.sin (phase ρ a t))
      (fun t => σ t * Real.sin (phase ρ a t) + Real.cos (phase ρ a t) / ρ t) := by
  constructor
  · intro t ht
    have hr := (hρ.pos t ht).ne'
    refine ((hρ.deriv t ht).fun_mul (phase_deriv hρ ht).sin).congr_deriv ?_
    field_simp
  · intro t ht
    have hr := (hρ.pos t ht).ne'
    have hθ := phase_deriv hρ ht
    refine (((hρ.deriv2 t ht).fun_mul hθ.sin).fun_add
      (hθ.cos.fun_div (hρ.deriv t ht) hr)).congr_deriv ?_
    field_simp
    ring

/-- A solution that vanishes at `a` but not identically has its zeros in `[a, b]` exactly
where the sine of the phase vanishes. -/
theorem zero_iff_sin_phase (hab : a < b) (hρ : IsMilne q a b ρ σ) (hu : IsWave q a b u v)
    (ha : u a = 0) (hne : ∃ t ∈ Icc a b, u t ≠ 0) {t : ℝ} (ht : t ∈ Icc a b) :
    u t = 0 ↔ Real.sin (phase ρ a t) = 0 := by
  have form : ∀ s ∈ Icc a b, u s = ρ s * (ρ a * v a * Real.sin (phase ρ a s)) := by
    intro s hs
    have h := amplitude_phase hab hρ hu hs
    rw [ha] at h
    rw [h]
    ring
  have hC : ρ a * v a ≠ 0 := by
    intro h0
    obtain ⟨s, hs, hus⟩ := hne
    exact hus (by rw [form s hs, h0]; ring)
  rw [form t ht, mul_eq_zero, mul_eq_zero]
  have hr := (hρ.pos t ht).ne'
  tauto

/-- Milne quantisation condition: a real solution of `u'' + q u = 0` that vanishes at both
ends of `[a, b]` but not identically exists if and only if the integral of `ρ⁻²` over
`[a, b]` is a positive integer multiple of `π`. -/
theorem milne_quantisation (hab : a < b) (hρ : IsMilne q a b ρ σ) :
    (∃ u v : ℝ → ℝ, IsWave q a b u v ∧ (∃ t ∈ Icc a b, u t ≠ 0) ∧ u a = 0 ∧ u b = 0) ↔
      ∃ n : ℕ, 0 < n ∧ ∫ s in a..b, (ρ s ^ 2)⁻¹ = n * Real.pi := by
  change _ ↔ ∃ n : ℕ, 0 < n ∧ phase ρ a b = n * Real.pi
  have hpi := Real.pi_pos
  constructor
  · rintro ⟨u, v, hu, hne, ha, hb⟩
    have hs := (zero_iff_sin_phase hab hρ hu ha hne (right_mem_Icc.mpr hab.le)).mp hb
    obtain ⟨m, hm⟩ := Real.sin_eq_zero_iff.mp hs
    have h0 := phase_strictMono hρ (left_mem_Icc.mpr hab.le) (right_mem_Icc.mpr hab.le) hab
    rw [phase_self, ← hm] at h0
    have hm0 : 0 < m := by exact_mod_cast pos_of_mul_pos_left h0 hpi.le
    obtain ⟨n, rfl⟩ := Int.eq_ofNat_of_zero_le hm0.le
    exact ⟨n, by exact_mod_cast hm0, by rw [← hm]; norm_cast⟩
  · rintro ⟨n, hn, h⟩
    refine ⟨_, _, sine_wave hρ, ?_, by simp [phase_self], by simp [h, Real.sin_nat_mul_pi]⟩
    -- the phase passes through π/2, where the sine wave does not vanish
    have hn1 : (1 : ℝ) ≤ n := by exact_mod_cast hn
    have hmem : Real.pi / 2 ∈ Icc (phase ρ a a) (phase ρ a b) := by
      rw [phase_self, h]
      constructor <;> nlinarith
    obtain ⟨t, ht, hθ⟩ := intermediate_value_Icc hab.le
      (fun s hs => (phase_deriv hρ hs).continuousWithinAt) hmem
    refine ⟨t, ht, ?_⟩
    simpa [hθ] using (hρ.pos t ht).ne'

/-- If the total phase is `(n + 1) π`, a solution that vanishes at `a` but not identically
has exactly `n` nodes strictly between `a` and `b`. -/
theorem node_count (hab : a < b) (hρ : IsMilne q a b ρ σ) (hu : IsWave q a b u v)
    (ha : u a = 0) (hne : ∃ t ∈ Icc a b, u t ≠ 0) (n : ℕ)
    (hn : phase ρ a b = (n + 1) * Real.pi) :
    {t ∈ Ioo a b | u t = 0}.encard = n := by
  have hpi := Real.pi_pos
  have hmono := phase_strictMono hρ
  -- the image of the set of nodes under the phase is the set of values (k + 1)π with k < n
  have himg : phase ρ a '' {t ∈ Ioo a b | u t = 0} =
      (fun k : ℕ => ((k : ℝ) + 1) * Real.pi) '' (Finset.range n : Set ℕ) := by
    ext y
    constructor
    · rintro ⟨t, ⟨ht, hut⟩, rfl⟩
      have htc := Ioo_subset_Icc_self ht
      obtain ⟨m, hm⟩ := Real.sin_eq_zero_iff.mp
        ((zero_iff_sin_phase hab hρ hu ha hne htc).mp hut)
      have h1 := hmono (left_mem_Icc.mpr hab.le) htc ht.1
      have h2 := hmono htc (right_mem_Icc.mpr hab.le) ht.2
      rw [phase_self, ← hm] at h1
      rw [hn, ← hm] at h2
      have hm0 : 0 < m := by exact_mod_cast pos_of_mul_pos_left h1 hpi.le
      have hm1 : m < n + 1 := by exact_mod_cast lt_of_mul_lt_mul_right h2 hpi.le
      obtain ⟨k, hk⟩ := Int.eq_ofNat_of_zero_le (show 0 ≤ m - 1 by omega)
      have hmk : m = (k : ℤ) + 1 := by omega
      refine ⟨k, Finset.mem_coe.mpr (Finset.mem_range.mpr (by omega)), ?_⟩
      rw [← hm, hmk]
      push_cast
      ring
    · rintro ⟨k, hk, rfl⟩
      have hkn : (k : ℝ) < n := by exact_mod_cast Finset.mem_range.mp (Finset.mem_coe.mp hk)
      have hmem : ((k : ℝ) + 1) * Real.pi ∈ Ioo (phase ρ a a) (phase ρ a b) := by
        rw [phase_self, hn]
        exact ⟨by positivity, by gcongr⟩
      obtain ⟨t, ht, hθ⟩ := intermediate_value_Ioo hab.le
        (fun s hs => (phase_deriv hρ hs).continuousWithinAt) hmem
      refine ⟨t, ⟨ht, ?_⟩, hθ⟩
      rw [zero_iff_sin_phase hab hρ hu ha hne (Ioo_subset_Icc_self ht), hθ]
      exact_mod_cast Real.sin_nat_mul_pi (k + 1)
  have hinj : InjOn (phase ρ a) {t ∈ Ioo a b | u t = 0} :=
    hmono.injOn.mono (fun t ht => Ioo_subset_Icc_self ht.1)
  have hf : Function.Injective (fun k : ℕ => ((k : ℝ) + 1) * Real.pi) := by
    intro j k h
    have h' := mul_right_cancel₀ hpi.ne' h
    exact_mod_cast add_right_cancel h'
  rw [← hinj.encard_image, himg, hf.encard_image, Set.encard_coe_eq_coe_finsetCard,
    Finset.card_range]

/-- For `q = 0` the amplitude `√(1 + t²)` solves the Milne equation on every interval. -/
theorem isMilne_witness (a b : ℝ) :
    IsMilne (fun _ => 0) a b (fun t => Real.sqrt (1 + t ^ 2))
      (fun t => t / Real.sqrt (1 + t ^ 2)) := by
  have hpos : ∀ t : ℝ, 0 < Real.sqrt (1 + t ^ 2) := fun t => Real.sqrt_pos.mpr (by positivity)
  have hd : ∀ t : ℝ, HasDerivAt (fun s : ℝ => Real.sqrt (1 + s ^ 2))
      (t / Real.sqrt (1 + t ^ 2)) t := by
    intro t
    have h1 : HasDerivAt (fun s : ℝ => 1 + s ^ 2) (2 * t) t := by
      simpa using (hasDerivAt_pow 2 t).const_add 1
    refine (h1.sqrt (by positivity)).congr_deriv ?_
    exact mul_div_mul_left _ _ two_ne_zero
  refine ⟨fun t _ => hpos t, fun t _ => (hd t).hasDerivWithinAt, fun t _ => ?_⟩
  have hr := (hpos t).ne'
  have hsq : Real.sqrt (1 + t ^ 2) ^ 2 = 1 + t ^ 2 := Real.sq_sqrt (by positivity)
  refine (((hasDerivAt_id' t).fun_div (hd t) hr).congr_deriv ?_).hasDerivWithinAt
  generalize Real.sqrt (1 + t ^ 2) = r at hr hsq
  have hnum : 1 * r - t * (t / r) = 1 / r := by
    field_simp
    linear_combination hsq
  rw [hnum]
  field_simp
  try ring

end

end MilneQuantisation
```

```lean
#print axioms MilneQuantisation.milne_quantisation
#print axioms MilneQuantisation.node_count
```

```
'MilneQuantisation.milne_quantisation' depends on axioms: [propext, Classical.choice, Quot.sound]
'MilneQuantisation.node_count' depends on axioms: [propext, Classical.choice, Quot.sound]
```

## How the proof follows the derivation

`phase_deriv` is the fundamental theorem of calculus applied to the continuous function ρ⁻². `phase_strictMono` then obtains strict growth from the positive derivative.

`amplitude_phase` carries out the rotation argument. Its local fact `const` says that a function with zero derivative on [a,b] keeps its value at a. The facts `eA` and `eB` apply this to A and B: the product and quotient rules produce the derivatives, and `field_simp` and `ring` confirm that the terms cancel. The closing `linear_combination` undoes the rotation with sin²θ + cos²θ = 1.

`sine_wave` differentiates ρ sin θ twice, as above. `zero_iff_sin_phase` sets u(a) = 0 in the amplitude-phase formula, shows that ρ(a)v(a) is nonzero, and concludes that u and sin θ have the same zeros.

In `milne_quantisation`, the forward direction uses `Real.sin_eq_zero_iff` to obtain an integer m, proves it positive from the growth of the phase, and converts it to a natural number. The reverse direction supplies the sine wave and uses `intermediate_value_Icc` to find the point where the phase is π/2.

`node_count` proves in `himg` that the phase maps the set of interior nodes onto the values (k+1)π with k < n. Both the phase on the nodes and the map from k to (k+1)π are injective, so the two sets have the same size. The count is an `encard`, which may be infinite for a general set, so the equality with n also says that the nodes are finite in number.

`isMilne_witness` checks that for q = 0 the non-constant amplitude √(1+t²) satisfies `IsMilne` for all a and b. Its total phase is arctan b − arctan a, which is less than π. This agrees with the elementary fact that a straight line vanishing at two distinct points is zero everywhere.
